# Long-wavelength plasmon speed √(4πnd/m) in a pressureless, gated 2D electron gas

## Does a metal gate make the 2D plasmon sound-like?

If I use the bare interaction $2\pi/q$ for a two-dimensional electron gas that has a metal gate nearby, I get $\omega\propto\sqrt q$, and the phase velocity $\omega/q$ diverges at long wavelength. With a grounded gate at distance $d$, I expect instead

$$V=\frac{2\pi}{q}\left(1-e^{-2qd}\right),\qquad \frac{\omega}{q}\to\sqrt{\frac{4\pi nd}{m}}\quad(q\to0^+),$$

for density $n$, mass $m$, unit charges and Gaussian units. The usual route matches a $\sinh$ below the sheet to an exponential above it. Can this be made rigorous and machine-checked, without assuming those shapes?

## The field equations fix the interaction, and the speed follows

Put a charge wave $\cos(qx)$, $q>0$, on the sheet $z=0$ and write its potential as $\Phi(z)\cos(qx)$. Off the sheet $\Phi''=q^2\Phi$, so for $c=\pm q$

$$\frac{d}{dz}\left[(\Phi'-c\Phi)e^{cz}\right]=(\Phi''-c^2\Phi)e^{cz}=0.$$

Let $a=\Phi'(0^+)$ and $b=\Phi'(0^-)$. Above the sheet the two constants give

$$\Phi'+q\Phi=(a+q\Phi(0))e^{qz},\qquad \Phi'-q\Phi=(a-q\Phi(0))e^{-qz}.$$

Subtract and multiply by $e^{-qz}$:

$$a+q\Phi(0)=2q\Phi(z)e^{-qz}+(a-q\Phi(0))e^{-2qz}.$$

The right side vanishes as $z\to\infty$ because $\Phi$ decays, so $a=-q\Phi(0)$. The jump $a-b=-4\pi$ then gives $b=4\pi-q\Phi(0)$.

Below the sheet, let $g=\Phi'(-d)$ and use $\Phi(-d)=0$. The two constants give

$$4\pi-2q\Phi(0)=g\,e^{-qd},\qquad 4\pi=g\,e^{qd}.$$

Hence $g=4\pi e^{-qd}$ and $V=\Phi(0)=(2\pi/q)(1-e^{-2qd})$.

For the plasmon, take $m\omega^2=nq^2V$: charges accelerate freely in the field of their own density wave and of the charge it induces on the gate, and continuity links their velocity to the density. Then $(\omega/q)^2=nV/m$. Since $1-e^{-2qd}=2qd+O(q^2)$, $V\to4\pi d$ and the speed follows. At fixed $q$, $d\to\infty$ gives $V\to2\pi/q$ and $\omega^2\to2\pi nq/m$.

## What the Lean definitions say

`IsGatedPotential` lists the field equations, the grounded gate, decay and the jump. The functions `below` and `above` are the slopes on the two sides, and the single value `Φ 0` shared by both regions encodes continuity. `potential_at_sheet` says that every such potential has the value `gatedCoulomb q d` on the sheet.

The derivatives at the sheet must be one-sided. Requiring an ordinary derivative there would force equal slopes, contradict the jump and leave the theorem true of nothing. `gatedProfile_witness` rules this out by supplying the sinh/exponential solution.

`IsPlasmonBranch` assumes the dispersion relation, with $\omega\ge0$, for every $q>0$; it is not derived from electron dynamics. `acoustic_plasmon` and `distant_gate_plasmon` are the two limits.

The model has an infinitely thin sheet, a perfect gate, vacuum on both sides, and no damping or retardation. It also omits Fermi pressure, which would add its own $q^2$ term to $\omega^2$, so the speed is the electrostatic one. Within these restrictions, $V$ replaces $2\pi/q$ in the dielectric function $1-nq^2V/(m\omega^2)$, whose zero is the plasmon.

At $d=0$ the gate touches the sheet: $V=0$ and every plasmon frequency is zero.

```lean
import Mathlib

open Filter Topology Set
open scoped Real

namespace GatedElectronGas

noncomputable section

/-- Interaction `V = (2π/q)(1 - exp(-2qd))` in a sheet at distance `d` from a metallic gate, for
wavenumber `q > 0` (Gaussian units, unit charges). -/
def gatedCoulomb (q d : ℝ) : ℝ := 2 * π / q * (1 - Real.exp (-(2 * q * d)))

/-- `Φ` is the potential of a unit charge wave of wavenumber `q` on the sheet `z = 0`, with a
grounded gate at `z = -d`, where `d > 0`; `below` and `above` are the slopes of `Φ` on the two
sides. -/
structure IsGatedPotential (q d : ℝ) (Φ below above : ℝ → ℝ) : Prop where
  slope_below : ∀ z ∈ Icc (-d) 0, HasDerivWithinAt Φ (below z) (Icc (-d) 0) z
  laplace_below : ∀ z ∈ Icc (-d) 0, HasDerivWithinAt below (q ^ 2 * Φ z) (Icc (-d) 0) z
  slope_above : ∀ z ∈ Ici (0 : ℝ), HasDerivWithinAt Φ (above z) (Ici 0) z
  laplace_above : ∀ z ∈ Ici (0 : ℝ), HasDerivWithinAt above (q ^ 2 * Φ z) (Ici 0) z
  gate : Φ (-d) = 0
  decay : Tendsto Φ atTop (𝓝 0)
  jump : above 0 - below 0 = -(4 * π)

/-- The matched profile: a hyperbolic sine between gate and sheet, a decaying exponential above the
sheet, for `q > 0` and `d > 0`. -/
def gatedProfile (q d z : ℝ) : ℝ :=
  if z ≤ 0 then 4 * π / q * Real.exp (-(q * d)) * Real.sinh (q * (z + d))
  else gatedCoulomb q d * Real.exp (-q * z)

/-- `ω` is a nonnegative plasmon frequency obeying `m ω² = n q² V` at every wavenumber `q > 0`,
for density `n`, mass `m` and gate distance `d`. -/
def IsPlasmonBranch (n m d : ℝ) (ω : ℝ → ℝ) : Prop :=
  ∀ q, 0 < q → 0 ≤ ω q ∧ m * ω q ^ 2 = n * q ^ 2 * gatedCoulomb q d

/-- In a charge-free region, where `Φ'' = q²Φ`, the combination `(Φ' - cΦ) exp(cz)` with
`c² = q²` has the same value at all heights. -/
theorem wave_invariant {q c : ℝ} (hc : c ^ 2 = q ^ 2) {s : Set ℝ} (hs : Convex ℝ s)
    {Φ p : ℝ → ℝ} (h1 : ∀ z ∈ s, HasDerivWithinAt Φ (p z) s z)
    (h2 : ∀ z ∈ s, HasDerivWithinAt p (q ^ 2 * Φ z) s z) {x y : ℝ} (hx : x ∈ s) (hy : y ∈ s) :
    (p y - c * Φ y) * Real.exp (c * y) = (p x - c * Φ x) * Real.exp (c * x) := by
  have hf : ∀ z ∈ s, HasDerivWithinAt
      (fun z => (p z - c * Φ z) * Real.exp (c * z)) 0 s z := by
    intro z hz
    have he : HasDerivAt (fun z : ℝ => Real.exp (c * z)) (Real.exp (c * z) * (c * 1)) z :=
      ((hasDerivAt_id' z).const_mul c).exp
    exact (((h2 z hz).fun_sub ((h1 z hz).const_mul c)).fun_mul
      he.hasDerivWithinAt).congr_deriv
        (by linear_combination (-(Φ z * Real.exp (c * z))) * hc)
  have h := hs.norm_image_sub_le_of_norm_hasDerivWithin_le (f' := fun _ => (0 : ℝ)) (C := 0)
    hf (fun _ _ => by simp) hx hy
  rw [zero_mul] at h
  exact sub_eq_zero.mp (norm_le_zero_iff.mp h)

/-- Just above the sheet the slope of the potential is `-q` times its value. -/
theorem slope_above_sheet {q d : ℝ} (hq : 0 < q) {Φ below above : ℝ → ℝ}
    (h : IsGatedPotential q d Φ below above) : above 0 = -q * Φ 0 := by
  have hE : Tendsto (fun z : ℝ => Real.exp (-q * z)) atTop (𝓝 0) :=
    Real.tendsto_exp_atBot.comp (tendsto_id.const_mul_atTop_of_neg (neg_lt_zero.2 hq))
  have lim := ((h.decay.const_mul (2 * q)).mul hE).add
    ((hE.pow 2).const_mul (above 0 - q * Φ 0))
  -- the amplitude of the growing exponential is a constant that tends to zero
  have hT := lim.congr' (f₂ := fun _ : ℝ => above 0 - -q * Φ 0) (by
    filter_upwards [eventually_ge_atTop (0 : ℝ)] with z hz
    have i1 := wave_invariant (c := -q) (by ring) (convex_Ici 0) h.slope_above
      h.laplace_above (mem_Ici.2 le_rfl) (mem_Ici.2 hz)
    have i2 := wave_invariant (c := q) rfl (convex_Ici 0) h.slope_above
      h.laplace_above (mem_Ici.2 le_rfl) (mem_Ici.2 hz)
    simp only [mul_zero, Real.exp_zero, mul_one] at i1 i2
    have hEP : Real.exp (-q * z) * Real.exp (q * z) = 1 := by
      rw [← Real.exp_add, show -q * z + q * z = 0 by ring, Real.exp_zero]
    linear_combination i1 - Real.exp (-q * z) ^ 2 * i2
      + (above z - q * Φ z) * Real.exp (-q * z) * hEP)
  have h0 := tendsto_nhds_unique tendsto_const_nhds hT
  linear_combination h0

/-- The potential on the sheet is `(2π/q)(1 - exp(-2qd))`. -/
theorem potential_at_sheet {q d : ℝ} (hq : 0 < q) (hd : 0 ≤ d) {Φ below above : ℝ → ℝ}
    (h : IsGatedPotential q d Φ below above) : Φ 0 = gatedCoulomb q d := by
  have hl : -d ∈ Icc (-d) 0 := ⟨le_rfl, by linarith⟩
  have hr : (0 : ℝ) ∈ Icc (-d) 0 := ⟨by linarith, le_rfl⟩
  -- the two invariants between gate and sheet
  have i1 := wave_invariant (c := q) rfl (convex_Icc _ _) h.slope_below h.laplace_below hl hr
  have i2 := wave_invariant (c := -q) (by ring) (convex_Icc _ _) h.slope_below
    h.laplace_below hl hr
  simp only [h.gate, mul_zero, sub_zero, Real.exp_zero, mul_one] at i1 i2
  have hs : below 0 = 4 * π - q * Φ 0 := by
    linear_combination slope_above_sheet hq h - h.jump
  rw [hs] at i1 i2
  have hPE : Real.exp (-q * -d) * Real.exp (q * -d) = 1 := by
    rw [← Real.exp_add, show -q * -d + q * -d = 0 by ring, Real.exp_zero]
  have hE2 : Real.exp (-(2 * q * d)) = Real.exp (q * -d) ^ 2 := by
    rw [sq, ← Real.exp_add]
    congr 1
    ring
  rw [gatedCoulomb, hE2, div_mul_eq_mul_div, eq_div_iff hq.ne']
  linear_combination (-1 / 2) * i1 + Real.exp (q * -d) ^ 2 / 2 * i2
    + below (-d) * Real.exp (q * -d) / 2 * hPE

/-- The matched profile satisfies all conditions on the potential of the gated sheet. -/
theorem gatedProfile_witness {q d : ℝ} (hq : 0 < q) (hd : 0 ≤ d) :
    IsGatedPotential q d (gatedProfile q d)
      (fun z => 4 * π / q * Real.exp (-(q * d)) * (q * Real.cosh (q * (z + d))))
      (fun z => gatedCoulomb q d * (-q * Real.exp (-q * z))) := by
  have hPE : Real.exp (q * d) * Real.exp (-(q * d)) = 1 := by
    rw [← Real.exp_add, add_neg_cancel, Real.exp_zero]
  have hE2 : Real.exp (-(2 * q * d)) = Real.exp (-(q * d)) ^ 2 := by
    rw [sq, ← Real.exp_add]
    congr 1
    ring
  -- continuity at the sheet
  have h0 : 4 * π / q * Real.exp (-(q * d)) * Real.sinh (q * d) = gatedCoulomb q d := by
    rw [gatedCoulomb, hE2, Real.sinh_eq]
    linear_combination 2 * π / q * hPE
  have hb : ∀ z ∈ Icc (-d) 0, gatedProfile q d z
      = 4 * π / q * Real.exp (-(q * d)) * Real.sinh (q * (z + d)) :=
    fun z hz => if_pos hz.2
  have ha : ∀ z ∈ Ici (0 : ℝ), gatedProfile q d z
      = gatedCoulomb q d * Real.exp (-q * z) := by
    intro z hz
    rcases eq_or_lt_of_le (mem_Ici.1 hz) with rfl | hz'
    · rw [gatedProfile, if_pos le_rfl, zero_add, h0, mul_zero, Real.exp_zero, mul_one]
    · exact if_neg (not_le_of_gt hz')
  have hlin : ∀ z : ℝ, HasDerivAt (fun z : ℝ => q * (z + d)) (q * 1) z :=
    fun z => ((hasDerivAt_id' z).add_const d).const_mul q
  have hexp : ∀ z : ℝ, HasDerivAt (fun z : ℝ => Real.exp (-q * z))
      (Real.exp (-q * z) * (-q * 1)) z := fun z => ((hasDerivAt_id' z).const_mul (-q)).exp
  refine ⟨fun z hz => ?_, fun z hz => ?_, fun z hz => ?_, fun z hz => ?_, ?_, ?_, ?_⟩
  · exact (((hlin z).sinh.const_mul _).hasDerivWithinAt.congr hb (hb z hz)).congr_deriv
      (by ring)
  · exact (((hlin z).cosh.const_mul q).const_mul _).hasDerivWithinAt.congr_deriv
      (by rw [hb z hz]; ring)
  · exact (((hexp z).const_mul _).hasDerivWithinAt.congr ha (ha z hz)).congr_deriv (by ring)
  · exact (((hexp z).const_mul (-q)).const_mul _).hasDerivWithinAt.congr_deriv
      (by rw [ha z hz]; ring)
  · rw [hb (-d) ⟨le_rfl, by linarith⟩, neg_add_cancel, mul_zero, Real.sinh_zero, mul_zero]
  · have hE : Tendsto (fun z : ℝ => Real.exp (-q * z)) atTop (𝓝 0) :=
      Real.tendsto_exp_atBot.comp (tendsto_id.const_mul_atTop_of_neg (neg_lt_zero.2 hq))
    have hV := hE.const_mul (gatedCoulomb q d)
    rw [mul_zero] at hV
    refine hV.congr' ?_
    filter_upwards [eventually_ge_atTop (0 : ℝ)] with z hz
    exact (ha z hz).symm
  · have hqq : 4 * π / q * q = 4 * π := div_mul_cancel₀ _ hq.ne'
    simp only [mul_zero, Real.exp_zero, mul_one, zero_add]
    rw [← h0, Real.sinh_eq, Real.cosh_eq]
    linear_combination (-(Real.exp (q * d) * Real.exp (-(q * d)))) * hqq - 4 * π * hPE

/-- The gated interaction is strictly smaller than `4πd` and than the ungated `2π/q`. -/
theorem gatedCoulomb_lt {q d : ℝ} (hq : 0 < q) (hd : 0 < d) :
    gatedCoulomb q d < 4 * π * d ∧ gatedCoulomb q d < 2 * π / q := by
  unfold gatedCoulomb
  constructor
  · have hx : -(2 * q * d) ≠ 0 := neg_ne_zero.2 (by positivity)
    have h := mul_pos Real.pi_pos (sub_pos.2 (Real.add_one_lt_exp hx))
    rw [div_mul_eq_mul_div, div_lt_iff₀ hq]
    linarith
  · have hp : 0 < 2 * π / q := by positivity
    have h := mul_pos hp (Real.exp_pos (-(2 * q * d)))
    linarith

/-- At long wavelength the gated interaction tends to the constant `4πd`. -/
theorem tendsto_gatedCoulomb (d : ℝ) :
    Tendsto (fun q => gatedCoulomb q d) (𝓝[>] 0) (𝓝 (4 * π * d)) := by
  have h1 : HasDerivAt (fun q : ℝ => -(2 * q * d)) (-(2 * 1 * d)) 0 :=
    (((hasDerivAt_id' (0 : ℝ)).const_mul 2).mul_const d).fun_neg
  have h2 : HasDerivAt (fun q : ℝ => 2 * π * (1 - Real.exp (-(2 * q * d)))) (4 * π * d) 0 :=
    ((h1.exp.const_sub 1).const_mul (2 * π)).congr_deriv (by
      simp only [mul_zero, zero_mul, neg_zero, Real.exp_zero]
      ring)
  refine h2.tendsto_slope_zero_right.congr (fun q => ?_)
  simp only [smul_eq_mul, zero_add, mul_zero, zero_mul, neg_zero, Real.exp_zero, sub_self,
    sub_zero, gatedCoulomb]
  ring

/-- The phase velocity `ω/q` of the gated plasmon tends to `sqrt(4πnd/m)` as `q → 0+`. -/
theorem acoustic_plasmon {n m d : ℝ} (hm : 0 < m) {ω : ℝ → ℝ}
    (hω : IsPlasmonBranch n m d ω) :
    Tendsto (fun q => ω q / q) (𝓝[>] 0) (𝓝 (Real.sqrt (4 * π * n * d / m))) := by
  have h := (Real.continuous_sqrt.tendsto _).comp ((tendsto_gatedCoulomb d).const_mul (n / m))
  rw [show 4 * π * n * d / m = n / m * (4 * π * d) by ring]
  refine h.congr' ?_
  filter_upwards [self_mem_nhdsWithin] with q hq
  have hq' : 0 < q := hq
  obtain ⟨h0, h1⟩ := hω q hq'
  have h2 : n / m * gatedCoulomb q d = (ω q / q) ^ 2 := by
    rw [div_pow, div_mul_eq_mul_div, div_eq_div_iff hm.ne' (pow_ne_zero 2 hq'.ne')]
    linear_combination -h1
  change Real.sqrt (n / m * gatedCoulomb q d) = ω q / q
  rw [h2, Real.sqrt_sq (div_nonneg h0 hq'.le)]

/-- At fixed wavenumber, `ω²` tends to `2πnq/m` as the gate recedes to infinity. -/
theorem distant_gate_plasmon {n m q : ℝ} (hm : 0 < m) (hq : 0 < q) {ω : ℝ → ℝ → ℝ}
    (hω : ∀ d, 0 < d → IsPlasmonBranch n m d (ω d)) :
    Tendsto (fun d => ω d q ^ 2) atTop (𝓝 (2 * π * n * q / m)) := by
  have hE : Tendsto (fun d : ℝ => Real.exp (-(2 * q * d))) atTop (𝓝 0) :=
    Real.tendsto_exp_neg_atTop_nhds_zero.comp
      (tendsto_id.const_mul_atTop (by positivity : 0 < 2 * q))
  have h := (hE.const_sub 1).const_mul (2 * π * n * q / m)
  rw [sub_zero, mul_one] at h
  refine h.congr' ?_
  filter_upwards [eventually_gt_atTop (0 : ℝ)] with d hd
  have h1 := (hω d hd q hq).2
  rw [gatedCoulomb] at h1
  have e : q ^ 2 * (2 * π / q * (1 - Real.exp (-(2 * q * d))))
      = 2 * π * q * (1 - Real.exp (-(2 * q * d))) := by
    field_simp
  rw [div_mul_eq_mul_div, div_eq_iff hm.ne']
  linear_combination -h1 - n * e

/-- The square root of `(n/m) q² V` is a plasmon branch of the gated gas. -/
theorem plasmonBranch_witness {n m d : ℝ} (hn : 0 ≤ n) (hm : 0 < m) (hd : 0 ≤ d) :
    IsPlasmonBranch n m d (fun q => Real.sqrt (n / m * q ^ 2 * gatedCoulomb q d)) := by
  intro q hq
  refine ⟨Real.sqrt_nonneg _, ?_⟩
  have hx : 0 ≤ 2 * q * d := by positivity
  have hV : 0 ≤ gatedCoulomb q d :=
    mul_nonneg (by positivity) (sub_nonneg.2 (Real.exp_le_one_iff.2 (by linarith)))
  change m * Real.sqrt (n / m * q ^ 2 * gatedCoulomb q d) ^ 2 = _
  rw [Real.sq_sqrt (by positivity)]
  field_simp

end

end GatedElectronGas
```

```lean
#print axioms GatedElectronGas.potential_at_sheet
#print axioms GatedElectronGas.tendsto_gatedCoulomb
#print axioms GatedElectronGas.acoustic_plasmon
#print axioms GatedElectronGas.distant_gate_plasmon
```

```
'GatedElectronGas.potential_at_sheet' depends on axioms: [propext, Classical.choice, Quot.sound]
'GatedElectronGas.tendsto_gatedCoulomb' depends on axioms: [propext, Classical.choice, Quot.sound]
'GatedElectronGas.acoustic_plasmon' depends on axioms: [propext, Classical.choice, Quot.sound]
'GatedElectronGas.distant_gate_plasmon' depends on axioms: [propext, Classical.choice, Quot.sound]
```

## How the proof follows the calculation

`wave_invariant` computes the zero derivative by the product rule, then uses a mean-value bound with constant 0 on a convex set. `slope_above_sheet` eliminates $\Phi'(z)$ between the two invariants; the resulting constant tends to zero, and uniqueness of limits finishes the step. In `potential_at_sheet`, `i1` and `i2` are the two equations below the sheet, and `linear_combination` solves them.

`gatedCoulomb_lt` uses $1+x<e^x$ for $x\ne0$ to show that $V$ lies below $4\pi d$, and positivity of the exponential to show that it lies below $2\pi/q$, when $q,d>0$. `tendsto_gatedCoulomb` reads $V$ as the difference quotient of $2\pi(1-e^{-2qd})$ at $q=0$, so its limit is a derivative.

`acoustic_plasmon` passes that limit through the continuous square root, with $\omega\ge0$ selecting the sign. `distant_gate_plasmon` needs only $e^{-2qd}\to0$. Finally, `plasmonBranch_witness` checks that the explicit square root satisfies the dispersion relation for $n,d\ge0$ and $m>0$.
